# The lowest magnon energy in a frustrated ferromagnetic chain turns negative above J₂/J₁ = 1/4

Before a spin-wave calculation expands about the fully polarised state, it should check the magnon band for negative energies. One way is to evaluate E(k) on a grid and inspect the smallest value. Just above the threshold the negative energies lie close to k = 0, where a coarse grid can miss them. For the infinite chain with isotropic (Heisenberg) exchange, ferromagnetic of strength J₁ between first neighbours and antiferromagnetic of strength J₂ between second neighbours, and with no applied field, the threshold and the minimum are known in closed form and can replace or test the scan.

## From one flipped spin to the band minimum

Let ψ(n) be the amplitude for the flipped spin to sit at site n. The spins are 1/2, and each bond enters the spin Hamiltonian once, as −J₁ S·S′ between first neighbours and as +J₂ S·S′ between second neighbours. Measure energies from the polarised state, in units of J₁. The real number j = J₂/J₁ is the ratio of the second-neighbour exchange J₂, counted positive when antiferromagnetic, to the ferromagnetic nearest-neighbour exchange J₁ > 0; the two compete when j > 0. Then

(Hψ)(n) = ψ(n) − [ψ(n+1) + ψ(n−1)]/2 − j{ψ(n) − [ψ(n+2) + ψ(n−2)]/2}.

For ψ(n) = exp(ikn), the two amplitudes at distance m add up to 2 cos(km) ψ(n). Hence Hψ = E(k)ψ with

E(k) = (1 − cos k) − j(1 − cos 2k).

Write c = cos k. Since 1 − cos 2k = 2(1 − c)(1 + c),

E = (1 − c)[1 − 2j(1 + c)].

If j ≤ 1/4, then 2j(1 + c) ≤ (1 + c)/2 ≤ 1, so both factors are nonnegative. The energy vanishes only at c = 1, because a vanishing second factor also forces (1 + c)/2 = 1.

For j ≠ 0, completing the square gives

E = 2j[c − 1/(4j)]² − (4j − 1)²/(8j).

If j > 1/4, then 0 < 1/(4j) < 1, so some k has this cosine. The minimum is therefore −(4j − 1)²/(8j), attained exactly when cos k = 1/(4j). It is negative, so E(k) ≥ 0 for all k if and only if j ≤ 1/4.

The same square gives the top of the band when j ≤ −1/4: its coefficient is then negative and 1/(4j) is again a cosine, so −(4j − 1)²/(8j) is the maximum.

## The chain and its plane waves in Lean

```lean
import Mathlib

open Real

namespace FrustratedFerromagneticChain

noncomputable section
```

Sites are integers, so the chain is infinite, and an amplitude is any function `ℤ → ℂ`. The exchange term couples sites at distance `m`.

```lean
/-- Exchange term for one flipped spin with amplitude `ψ n` at site `n`, coupling sites at
distance `m`. -/
def exchangeTerm (m : ℤ) (ψ : ℤ → ℂ) (n : ℤ) : ℂ :=
  ψ n - (ψ (n + m) + ψ (n - m)) / 2
```

The Hamiltonian is written directly for one flipped spin; its reduction from spin operators is assumed.

```lean
/-- One-magnon Hamiltonian of the infinite chain: ferromagnetic nearest-neighbour exchange of
unit strength and competing second-neighbour exchange of strength `j`. -/
def magnonHamiltonian (j : ℝ) (ψ : ℤ → ℂ) (n : ℤ) : ℂ :=
  exchangeTerm 1 ψ n - (j : ℂ) * exchangeTerm 2 ψ n
```

Plane waves are not normalisable on this chain, and the eigenvalue equation is meant site by site.

```lean
/-- Plane wave of wave number `k` on the chain. -/
def planeWave (k : ℝ) (n : ℤ) : ℂ :=
  Complex.exp (((k : ℂ) * (n : ℂ)) * Complex.I)
```

The wave number `k` is any real number, with the lattice spacing set to one.

```lean
/-- Magnon energy at wave number `k` for frustration ratio `j`. -/
def magnonEnergy (j k : ℝ) : ℝ :=
  (1 - cos k) - j * (1 - cos (2 * k))
```

The shift identity splits each exponential into a product and uses the exponential form of the cosine.

```lean
/-- The sum of a plane wave shifted by `m` sites to either side is the plane wave times
`2 cos (k m)`. -/
theorem planeWave_shift (k : ℝ) (n m : ℤ) :
    planeWave k (n + m) + planeWave k (n - m)
      = 2 * Complex.cos ((k : ℂ) * (m : ℂ)) * planeWave k n := by
  have h1 : planeWave k (n + m)
      = planeWave k n * Complex.exp (((k : ℂ) * (m : ℂ)) * Complex.I) := by
    unfold planeWave
    rw [← Complex.exp_add]
    congr 1
    push_cast
    ring
  have h2 : planeWave k (n - m)
      = planeWave k n * Complex.exp (-((k : ℂ) * (m : ℂ)) * Complex.I) := by
    unfold planeWave
    rw [← Complex.exp_add]
    congr 1
    push_cast
    ring
  rw [h1, h2, Complex.cos]
  ring
```

The eigenvalue equation takes this identity at distances 1 and 2, with weights −1/2 and j/2, as in the Hamiltonian.

```lean
/-- Every plane wave is an eigenvector of the one-magnon Hamiltonian, with the magnon energy as
eigenvalue. -/
theorem magnonHamiltonian_planeWave (j k : ℝ) :
    magnonHamiltonian j (planeWave k) = (magnonEnergy j k : ℂ) • planeWave k := by
  funext n
  have h1 := planeWave_shift k n 1
  have h2 := planeWave_shift k n 2
  rw [show (k : ℂ) * ((1 : ℤ) : ℂ) = k by push_cast; ring] at h1
  rw [show (k : ℂ) * ((2 : ℤ) : ℂ) = 2 * k by push_cast; ring] at h2
  simp only [Pi.smul_apply, smul_eq_mul, magnonHamiltonian, exchangeTerm, magnonEnergy]
  push_cast
  linear_combination (-1 / 2 : ℂ) * h1 + ((j : ℂ) / 2) * h2
```

## Factorisation, square and minimum

The double-angle formula gives the factorised energy.

```lean
/-- The magnon energy factorises into the nearest-neighbour energy and a factor that contains
the frustration. -/
theorem magnonEnergy_factor (j k : ℝ) :
    magnonEnergy j k = (1 - cos k) * (1 - 2 * j * (1 + cos k)) := by
  rw [magnonEnergy, cos_two_mul]
  ring
```

The completed square needs only `j ≠ 0`.

```lean
/-- For `j ≠ 0` the magnon energy is `2j` times the square of `cos k - 1/(4j)`, plus a constant. -/
theorem magnonEnergy_square {j : ℝ} (hj : j ≠ 0) (k : ℝ) :
    magnonEnergy j k
      = 2 * j * (cos k - 1 / (4 * j)) ^ 2 + -((4 * j - 1) ^ 2 / (8 * j)) := by
  rw [magnonEnergy_factor]
  field_simp
  ring
```

The next lemma supplies a wave number at which the square vanishes. Its name refers to the pitch of the classical spiral, the angle between neighbouring spins, which has the same cosine.

```lean
/-- For `j > 1/4` the wave number `arccos (1/(4j))` has cosine `1/(4j)`. -/
theorem cos_pitch {j : ℝ} (hj : 1 / 4 < j) :
    cos (arccos (1 / (4 * j))) = 1 / (4 * j) := by
  have hpos : 0 < 4 * j := by linarith
  have h0 : 0 < 1 / (4 * j) := by positivity
  have h1 : 1 / (4 * j) ≤ 1 := by
    rw [div_le_iff₀ hpos]
    linarith
  exact cos_arccos (by linarith) h1
```

`IsLeast` says that the stated value belongs to the range of energies and that no energy is smaller. The second part of the theorem identifies every minimising `k`: equality forces the square to vanish, and the converse is substitution.

```lean
/-- For `j > 1/4` the lowest magnon energy is `-(4j-1)²/(8j)`, and it is attained exactly at the
wave numbers with `cos k = 1/(4j)`. -/
theorem magnonEnergy_minimum {j : ℝ} (hj : 1 / 4 < j) :
    IsLeast (Set.range (magnonEnergy j)) (-((4 * j - 1) ^ 2 / (8 * j))) ∧
      ∀ k, magnonEnergy j k = -((4 * j - 1) ^ 2 / (8 * j)) ↔ cos k = 1 / (4 * j) := by
  have hpos : 0 < j := by linarith
  have key : ∀ k, magnonEnergy j k = -((4 * j - 1) ^ 2 / (8 * j)) ↔
      cos k = 1 / (4 * j) := by
    intro k
    rw [magnonEnergy_square hpos.ne' k]
    constructor
    · intro h
      -- equality forces the square to vanish
      have h0 : 2 * j * (cos k - 1 / (4 * j)) ^ 2 = 0 := by linarith
      have h1 : (cos k - 1 / (4 * j)) ^ 2 = 0 :=
        (mul_eq_zero.mp h0).resolve_left (by positivity)
      exact sub_eq_zero.mp (pow_eq_zero_iff (two_ne_zero) |>.mp h1)
    · intro h
      rw [h]
      ring
  refine ⟨⟨⟨arccos (1 / (4 * j)), (key _).mpr (cos_pitch hj)⟩, ?_⟩, key⟩
  rintro _ ⟨k, rfl⟩
  rw [magnonEnergy_square hpos.ne' k]
  have hsq : 0 ≤ 2 * j * (cos k - 1 / (4 * j)) ^ 2 := by positivity
  linarith
```

## Stability, pitch and field

The stability criterion holds for every real `j`, including negative values. One direction evaluates the energy at the minimum; the other uses the factorisation.

```lean
/-- The magnon energy is nonnegative at every wave number if and only if the frustration ratio
is at most `1/4`. -/
theorem magnonEnergy_nonneg_iff (j : ℝ) :
    (∀ k, 0 ≤ magnonEnergy j k) ↔ j ≤ 1 / 4 := by
  constructor
  · intro h
    by_contra hn
    have hj : 1 / 4 < j := not_le.mp hn
    -- the energy at the minimum is strictly negative
    have hmin := ((magnonEnergy_minimum hj).2 _).mpr (cos_pitch hj)
    have h0 := h (arccos (1 / (4 * j)))
    have h1 : 0 < 4 * j - 1 := by linarith
    have h2 : 0 < 8 * j := by linarith
    have h3 : 0 < (4 * j - 1) ^ 2 / (8 * j) := div_pos (pow_pos h1 2) h2
    linarith
  · intro hj k
    rw [magnonEnergy_factor]
    have hc : 0 ≤ 1 + cos k := by linarith [neg_one_le_cos k]
    have hp := mul_nonneg (sub_nonneg.mpr hj) hc
    exact mul_nonneg (by linarith [cos_le_one k]) (by nlinarith [cos_le_one k])
```

Nonnegative energies mean that no single magnon lowers the energy; states with several flipped spins are not considered.

Up to the threshold, the zero-energy magnons are those with `cos k = 1`, the uniform mode.

```lean
/-- For `j ≤ 1/4` a magnon has zero energy exactly when `cos k = 1`. -/
theorem magnonEnergy_eq_zero_iff {j : ℝ} (hj : j ≤ 1 / 4) (k : ℝ) :
    magnonEnergy j k = 0 ↔ cos k = 1 := by
  rw [magnonEnergy_factor]
  constructor
  · intro h
    rcases mul_eq_zero.mp h with h | h
    · linarith
    · have hc : 0 ≤ 1 + cos k := by linarith [neg_one_le_cos k]
      have hp := mul_nonneg (sub_nonneg.mpr hj) hc
      exact le_antisymm (cos_le_one k) (by nlinarith)
  · intro h
    rw [h]
    ring
```

Above it, restricting to |k| ≤ π leaves two minimising wave numbers, of opposite sign, because the cosine is one-to-one on [0, π].

```lean
/-- For `j > 1/4` the minima in the zone `|k| ≤ π` lie exactly at `|k| = arccos (1/(4j))`. -/
theorem minimum_in_zone {j k : ℝ} (hj : 1 / 4 < j) (hk : |k| ≤ π) :
    magnonEnergy j k = -((4 * j - 1) ^ 2 / (8 * j)) ↔ |k| = arccos (1 / (4 * j)) := by
  rw [(magnonEnergy_minimum hj).2 k]
  constructor
  · intro h
    rw [← h, ← cos_abs k, arccos_cos (abs_nonneg k) hk]
  · intro h
    rw [← cos_abs k, h, cos_pitch hj]
```

The last theorem adds a constant `h` to every magnon energy. It stands for the Zeeman cost of a flipped spin in a field along the magnetisation, in the same exchange units. The smallest sufficient `h` is the depth of the minimum, which gives the one-magnon estimate of the saturation field. This is a lower bound, because states with several flipped spins can require a larger field.

```lean
/-- For `j > 1/4` a field that raises every magnon energy by `h` makes all of them nonnegative
if and only if `h` is at least `(4j-1)²/(8j)`. -/
theorem saturation_field {j : ℝ} (hj : 1 / 4 < j) (h : ℝ) :
    (∀ k, 0 ≤ h + magnonEnergy j k) ↔ (4 * j - 1) ^ 2 / (8 * j) ≤ h := by
  constructor
  · intro hh
    have hmin := ((magnonEnergy_minimum hj).2 _).mpr (cos_pitch hj)
    have h0 := hh (arccos (1 / (4 * j)))
    linarith
  · intro hh k
    have hb := (magnonEnergy_minimum hj).1.2 (Set.mem_range_self k)
    linarith

end

end FrustratedFerromagneticChain
```

```lean
#print axioms FrustratedFerromagneticChain.magnonEnergy_nonneg_iff
#print axioms FrustratedFerromagneticChain.magnonEnergy_eq_zero_iff
#print axioms FrustratedFerromagneticChain.minimum_in_zone
#print axioms FrustratedFerromagneticChain.saturation_field
```

```
'FrustratedFerromagneticChain.magnonEnergy_nonneg_iff' depends on axioms: [propext, Classical.choice, Quot.sound]
'FrustratedFerromagneticChain.magnonEnergy_eq_zero_iff' depends on axioms: [propext, Classical.choice, Quot.sound]
'FrustratedFerromagneticChain.minimum_in_zone' depends on axioms: [propext, Classical.choice, Quot.sound]
'FrustratedFerromagneticChain.saturation_field' depends on axioms: [propext, Classical.choice, Quot.sound]
```
